# One or two same-spin electrons in orthonormal p orbitals with a common radial function never give a spherical density

## Complex p orbitals and the shape of an atom

An electron in a real p orbital has a dumbbell-shaped density. In the complex orbital (p_x − i p_y)/√2 the density no longer depends on the angle about the z axis, but it still vanishes along that axis. Can a better choice of complex coefficients, for one electron or for two of the same spin, remove the angular dependence altogether?

Let N electrons of one spin occupy orthonormal p orbitals with a common radial function. In the direction of a real unit vector x, orbital k has the angular part

φ_k(x) = Σ_i C_ki x_i,

up to normalisation. The rows of the N×3 matrix C are orthonormal, CCᴴ = 1. Without the common factor 3/(4π) and the squared radial function, the density is

Σ_k |φ_k(x)|² = Σ_ij x_i (CᴴC)_ij x_j = xᵀPx, with P = CᴴC.

P is an orthogonal projection, since Pᴴ = P and P² = Cᴴ(CCᴴ)C = P.

## Only P = 0 and P = 1 are spherical

**Claim.** For a complex 3×3 matrix with P² = P, xᵀPx is constant over real unit vectors x if and only if P = 0 or P = 1.

Suppose the constant is c. The direction along axis i gives P_ii = c. For i ≠ j, components 3/5 along i and 4/5 along j give

(9/25)c + (12/25)(P_ij + P_ji) + (16/25)c = c,

so P_ij + P_ji = 0. Together,

P + Pᵀ = 2c·1.

Hence Pᵀ = 2c·1 − P. The transpose is also idempotent, so

(2c·1 − P)² = 4c²·1 − 4cP + P = 2c·1 − P,

which rearranges to

(1 − 2c)(P − c·1) = 0.

If c = 1/2, put A = 2P − 1. Then Aᵀ = −A and A² = 4P² − 4P + 1 = 1. In three dimensions det A = det Aᵀ = (−1)³ det A, so det A = 0, whereas A² = 1 requires (det A)² = 1. This case is impossible.

Otherwise P = c·1, and P² = P gives c² = c, so P = 0 or P = 1. Conversely, these two matrices have the constant densities 0 and xᵀx = 1.

## Counting the electrons

The trace gives tr P = tr(CCᴴ) = N. A constant density therefore requires N = 0 or N = 3. Conversely, for N = 0 the sum is empty, and for N = 3 the matrix C is square, so CᴴC = 1 and the density is 1.

In two dimensions the argument fails: the orbital (x₀ − i x₁)/√2 has density 1/2 everywhere on the unit circle, although its projection is neither 0 nor 1.

## What the formal statements say

`angularDensity P x` is xᵀPx with real x, and `IsSpherical P` says that some complex constant equals it whenever `x ⬝ᵥ x = 1`. `p_shell_spherical_iff` assumes only `P * P = P`, so it includes non-orthogonal projections; `spherical_iff_of_odd` extends it to unit vectors x in a real space of any odd dimension. This does not cover d or f shells, whose orbitals are not linear in the direction x.

`electrons_spherical_iff` is the statement about orbitals. The rows of `C` are the orbitals, and `C * Cᴴ = 1` is their orthonormality, given that they share one normalised radial function.

The model has a single spin, pure p orbitals with a common radial function, and integer occupations. Within it, a Hartree–Fock or Kohn–Sham p shell with one or two same-spin electrons has a non-spherical density. Occupations of 1/3 in each p orbital would give a spherical one, but that P is not idempotent. Electrons of opposite spin can also compensate: p_z with spin up and p_x, p_y with spin down add up to a sphere if all three have the same radial function.

## The Lean file

```lean
import Mathlib

open Matrix

namespace SphericalPShell

noncomputable section

variable {n : Type*} [Fintype n] [DecidableEq n]

/-- The angular density `xᵀ P x` of the one-particle matrix `P` in the real direction `x`. -/
def angularDensity (P : Matrix n n ℂ) (x : n → ℝ) : ℂ :=
  (fun i => (x i : ℂ)) ⬝ᵥ (P *ᵥ (fun i => (x i : ℂ)))

/-- The angular density of `P` takes one and the same value on all real unit vectors. -/
def IsSpherical (P : Matrix n n ℂ) : Prop :=
  ∃ c : ℂ, ∀ x : n → ℝ, x ⬝ᵥ x = 1 → angularDensity P x = c

/-- The density in a direction with components `a` and `b` along two axes: two diagonal terms
and an interference term. -/
theorem angularDensity_two_axes (P : Matrix n n ℂ) (i j : n) (a b : ℝ) :
    angularDensity P (Pi.single i a + Pi.single j b) =
      (a : ℂ) ^ 2 * P i i + (a : ℂ) * b * (P i j + P j i) + (b : ℂ) ^ 2 * P j j := by
  have hcast : (fun k => (((Pi.single i a + Pi.single j b : n → ℝ) k : ℝ) : ℂ)) =
      Pi.single i (a : ℂ) + Pi.single j (b : ℂ) := by
    ext k
    simp only [Pi.add_apply, Pi.single_apply]
    split_ifs <;> simp
  unfold angularDensity
  rw [hcast]
  simp only [add_dotProduct, single_dotProduct, Matrix.mulVec, dotProduct_add,
    dotProduct_single]
  ring

/-- If the angular density equals `c` on all real unit vectors, the symmetric part of `P` is
`c` times the identity. -/
theorem symmetric_part_of_constant (P : Matrix n n ℂ) (c : ℂ)
    (hc : ∀ x : n → ℝ, x ⬝ᵥ x = 1 → angularDensity P x = c) :
    P + Pᵀ = (2 * c) • (1 : Matrix n n ℂ) := by
  -- directions along the axes fix the diagonal
  have hd : ∀ i, P i i = c := by
    intro i
    have h := hc (Pi.single i 1 + Pi.single i 0)
      (by norm_num [add_dotProduct, single_dotProduct, Pi.single_apply])
    rw [angularDensity_two_axes] at h
    push_cast at h
    linear_combination h
  ext i j
  by_cases hij : i = j
  · subst hij
    simp only [Matrix.add_apply, Matrix.transpose_apply, Matrix.smul_apply,
      Matrix.one_apply_eq, smul_eq_mul]
    linear_combination 2 * hd i
  · -- an oblique direction removes the interference term
    have hji : ¬ j = i := fun h => hij h.symm
    have h := hc (Pi.single i (3 / 5) + Pi.single j (4 / 5))
      (by norm_num [add_dotProduct, single_dotProduct, Pi.single_apply, hij, hji])
    rw [angularDensity_two_axes] at h
    push_cast at h
    simp only [Matrix.add_apply, Matrix.transpose_apply, Matrix.smul_apply,
      Matrix.one_apply_ne hij, smul_eq_mul]
    linear_combination (25 / 12) * h - (3 / 4) * hd i - (4 / 3) * hd j

/-- An antisymmetric complex matrix of odd dimension has zero determinant. -/
theorem det_antisymmetric_odd (hn : Odd (Fintype.card n)) (M : Matrix n n ℂ)
    (hM : Mᵀ = -M) : M.det = 0 := by
  have h := Matrix.det_transpose M
  rw [hM, Matrix.det_neg, hn.neg_one_pow] at h
  linear_combination (-1 / 2) * h

/-- The identity matrix has angular density one in every real unit direction. -/
theorem angularDensity_one (x : n → ℝ) (hx : x ⬝ᵥ x = 1) :
    angularDensity (1 : Matrix n n ℂ) x = 1 := by
  simp only [angularDensity, Matrix.one_mulVec, dotProduct]
  simp only [dotProduct] at hx
  exact_mod_cast hx

/-- In odd dimension, a complex idempotent matrix has a constant angular density on the real
unit vectors if and only if it is zero or the identity. -/
theorem spherical_iff_of_odd (hn : Odd (Fintype.card n)) (P : Matrix n n ℂ)
    (hP : P * P = P) : IsSpherical P ↔ P = 0 ∨ P = 1 := by
  constructor
  · rintro ⟨c, hc⟩
    have hS := symmetric_part_of_constant P c hc
    have hT : Pᵀ = (2 * c) • (1 : Matrix n n ℂ) - P := by rw [← hS]; abel
    -- the transpose is idempotent too
    have hTT : Pᵀ * Pᵀ = Pᵀ := by rw [← Matrix.transpose_mul, hP]
    rw [hT] at hTT
    simp only [sub_mul, mul_sub, smul_mul_assoc, mul_smul_comm, one_mul, mul_one, hP] at hTT
    have key : (1 - 2 * c) • (P - c • (1 : Matrix n n ℂ)) = 0 := by
      linear_combination (norm := module) (1 / 2 : ℂ) • hTT
    rcases smul_eq_zero.mp key with h | h
    · -- c = 1/2 would make 2P - 1 an antisymmetric involution
      exfalso
      have h2 : 2 * c = 1 := by linear_combination -h
      rw [h2, one_smul] at hS
      have hA : ((2 : ℂ) • P - 1)ᵀ = -((2 : ℂ) • P - 1) := by
        rw [Matrix.transpose_sub, Matrix.transpose_smul, Matrix.transpose_one]
        linear_combination (norm := module) (2 : ℂ) • hS
      have hI : ((2 : ℂ) • P - 1) * ((2 : ℂ) • P - 1) = 1 := by
        simp only [sub_mul, mul_sub, smul_mul_assoc, mul_smul_comm, one_mul, mul_one, hP]
        module
      have hdet := congrArg Matrix.det hI
      rw [Matrix.det_mul, det_antisymmetric_odd hn _ hA, Matrix.det_one] at hdet
      simp at hdet
    · -- P is a multiple of the identity, and idempotent
      have hPc : P = c • (1 : Matrix n n ℂ) := sub_eq_zero.mp h
      have h2 := hP
      rw [hPc] at h2
      simp only [mul_smul_comm, mul_one] at h2
      have h3 : (c * (c - 1)) • (1 : Matrix n n ℂ) = 0 := by
        linear_combination (norm := module) h2
      rcases smul_eq_zero.mp h3 with h4 | h4
      · rcases mul_eq_zero.mp h4 with h5 | h5
        · left
          rw [hPc, h5, zero_smul]
        · right
          rw [hPc, sub_eq_zero.mp h5, one_smul]
      · left
        rw [hPc, h4, smul_zero]
  · rintro (rfl | rfl)
    · exact ⟨0, fun x _ => by simp [angularDensity]⟩
    · exact ⟨1, angularDensity_one⟩

/-- For a complex 3×3 projection `P` on the p orbitals, orthogonal or not, the angular density
is constant over real unit vectors if and only if `P = 0` or `P = 1`. -/
theorem p_shell_spherical_iff (P : Matrix (Fin 3) (Fin 3) ℂ) (hP : P * P = P) :
    IsSpherical P ↔ P = 0 ∨ P = 1 :=
  spherical_iff_of_odd ⟨1, by simp⟩ P hP

/-- The density `∑ₖ |φₖ(x)|²` of singly occupied p orbitals `φₖ(x) = ∑ᵢ Cₖᵢ xᵢ`, without the
common factor `3/(4π)`. -/
def orbitalDensity {N : ℕ} (C : Matrix (Fin N) (Fin 3) ℂ) (x : Fin 3 → ℝ) : ℝ :=
  ∑ k, ‖∑ i, C k i * (x i : ℂ)‖ ^ 2

/-- The summed density of the orbitals in the rows of `C` is the angular density of `Cᴴ C`. -/
theorem orbitalDensity_eq {N : ℕ} (C : Matrix (Fin N) (Fin 3) ℂ) (x : Fin 3 → ℝ) :
    (orbitalDensity C x : ℂ) = angularDensity (Cᴴ * C) x := by
  unfold angularDensity orbitalDensity
  rw [← Matrix.mulVec_mulVec, Matrix.dotProduct_mulVec, Complex.ofReal_sum]
  refine Finset.sum_congr rfl fun k _ => ?_
  have hk : ((fun i => (x i : ℂ)) ᵥ* Cᴴ) k = star (∑ i, C k i * (x i : ℂ)) := by
    simp [Matrix.vecMul, dotProduct, mul_comm]
  rw [hk, Complex.ofReal_pow]
  exact (Complex.conj_mul' _).symm

/-- `N` same-spin electrons in orthonormal complex p orbitals have a constant angular density
if and only if `N = 0` or `N = 3`. -/
theorem electrons_spherical_iff {N : ℕ} (C : Matrix (Fin N) (Fin 3) ℂ) (hC : C * Cᴴ = 1) :
    (∃ ρ : ℝ, ∀ x : Fin 3 → ℝ, x ⬝ᵥ x = 1 → orbitalDensity C x = ρ) ↔ N = 0 ∨ N = 3 := by
  constructor
  · rintro ⟨ρ, hρ⟩
    have hP : (Cᴴ * C) * (Cᴴ * C) = Cᴴ * C := by
      rw [Matrix.mul_assoc, ← Matrix.mul_assoc C, hC, Matrix.one_mul]
    have hs : IsSpherical (Cᴴ * C) :=
      ⟨(ρ : ℂ), fun x hx => by rw [← orbitalDensity_eq, hρ x hx]⟩
    -- the trace counts the electrons
    have ht : (Cᴴ * C).trace = (N : ℂ) := by
      rw [Matrix.trace_mul_comm, hC, Matrix.trace_one, Fintype.card_fin]
    rcases (p_shell_spherical_iff _ hP).mp hs with h | h
    · left
      rw [h, Matrix.trace_zero] at ht
      exact_mod_cast ht.symm
    · right
      rw [h, Matrix.trace_one, Fintype.card_fin] at ht
      exact_mod_cast ht.symm
  · rintro (rfl | rfl)
    · exact ⟨0, fun x _ => by simp [orbitalDensity]⟩
    · refine ⟨1, fun x hx => ?_⟩
      have h := orbitalDensity_eq C x
      rw [mul_eq_one_comm.mp hC, angularDensity_one x hx] at h
      exact_mod_cast h

/-- The projection on a circular orbital in the plane. -/
def planarCircular : Matrix (Fin 2) (Fin 2) ℂ :=
  (1 / 2 : ℂ) • !![1, -Complex.I; Complex.I, 1]

/-- In two dimensions the circular orbital gives an orthogonal projection with constant angular
density that is neither zero nor the identity. -/
theorem planarCircular_spherical :
    planarCircularᴴ = planarCircular ∧ planarCircular * planarCircular = planarCircular ∧
      IsSpherical planarCircular ∧ planarCircular ≠ 0 ∧ planarCircular ≠ 1 := by
  refine ⟨?_, ?_, ⟨1 / 2, fun x hx => ?_⟩, fun h => ?_, fun h => ?_⟩
  · ext i j
    fin_cases i <;> fin_cases j <;> simp [planarCircular, Matrix.conjTranspose_apply]
  · have hM : !![1, -Complex.I; Complex.I, 1] * !![1, -Complex.I; Complex.I, 1] =
        (2 : ℂ) • !![1, -Complex.I; Complex.I, 1] := by
      ext i j
      fin_cases i <;> fin_cases j <;> simp [Matrix.mul_apply, Fin.sum_univ_two] <;> ring
    unfold planarCircular
    simp only [smul_mul_assoc, mul_smul_comm, hM]
    module
  · have hx' : (x 0 : ℂ) * x 0 + (x 1 : ℂ) * x 1 = 1 := by
      simp only [dotProduct, Fin.sum_univ_two] at hx
      exact_mod_cast hx
    simp [angularDensity, planarCircular, dotProduct, Matrix.mulVec, Fin.sum_univ_two]
    linear_combination (1 / 2) * hx'
  · have h0 := congrFun (congrFun h 0) 0
    simp [planarCircular] at h0
  · have h1 := congrFun (congrFun h 0) 1
    simp [planarCircular] at h1

end

end SphericalPShell
```

```lean
#print axioms SphericalPShell.electrons_spherical_iff
-- 'SphericalPShell.electrons_spherical_iff' depends on axioms: [propext, Classical.choice, Quot.sound]
#print axioms SphericalPShell.planarCircular_spherical
-- 'SphericalPShell.planarCircular_spherical' depends on axioms: [propext, Classical.choice, Quot.sound]
```

## From the derivation to the proof

`angularDensity_two_axes` expands the density for two components. `symmetric_part_of_constant` applies it to the axes and to the 3/5, 4/5 direction, whose rational components avoid square roots; `linear_combination` then solves for P_ij + P_ji.

In `spherical_iff_of_odd`, `hTT` is the idempotency of the transpose and `key` is the factorised equation. `smul_eq_zero` splits it into the two cases. The first is refuted by `hA`, `hI` and `det_antisymmetric_odd`; the second reduces to c(c − 1) = 0. `angularDensity_one` serves the converse.

`orbitalDensity_eq` identifies the sum of squared moduli with the density of `Cᴴ * C`. In `electrons_spherical_iff`, `ht` computes the trace, and `mul_eq_one_comm` turns `C * Cᴴ = 1` into `Cᴴ * C = 1` for N = 3. `planarCircular_spherical` checks the two-dimensional example by entries.
